# One-electron TDHF excitation energies are exact in a finite orbital basis

A program for time-dependent Hartree–Fock (TDHF) can be checked on a one-electron system such as H₂⁺. One diagonalises the one-electron Hamiltonian h in the chosen basis, after making that basis orthonormal, subtracts the energy of the occupied orbital from the other eigenvalues, and compares the differences with the TDHF excitation energies. They must agree if the occupied orbital i satisfies the Hartree–Fock condition F_ai = 0 for every virtual orbital a, which says that the energy is stationary when i is mixed with the virtual orbitals.

## The electron's interaction with itself cancels

The spin orbitals are orthonormal. Let p, q, r, s run over all of them and a, b over the n virtual ones. The antisymmetrised integrals g(pq,rs), often written ⟨pq||rs⟩, satisfy g(pq,rs) = −g(pq,sr), so g(pq,rr) = 0. The Fock matrix is F_pq = h_pq + g(pi,qi). Hence

F_ii = h_ii + g(ii,ii) = h_ii

F_ai = h_ai + g(ai,ii) = h_ai

The block that couples excitations to de-excitations vanishes, and in the resonant block the two integrals cancel:

B_ab = g(ab,ii) = 0

A_ab = F_ab − δ_ab F_ii + g(ai,ib) = h_ab − δ_ab h_ii + g(ai,bi) + g(ai,ib) = h_ab − δ_ab h_ii

Since F_ai = 0 gives h_ai = 0, h is block triangular, with virtual block A + h_ii. Therefore

det(X − h) = (X − h_ii) det(X − h_ii − A)

and at X = h_ii + ω

det(h_ii + ω − h) = ω det(ω − A)

The TDHF matrix has rows (A, B) and (−B*, −A*), where the star is entrywise complex conjugation. For Hermitian h, A* = Aᵀ, and with B = 0 its characteristic polynomial at ω is

det(ω − A) det(ω + Aᵀ) = det(ω − A) det(ω + A) = (−1)ⁿ det(ω − A) det(−ω − A)

For ω ≠ 0 this is zero exactly when h_ii + ω or h_ii − ω is an eigenvalue of h. The first case is an excitation, the second its de-excitation partner.

## Orbitals, integrals and the response matrix in Lean

```lean
import Mathlib

open Matrix Polynomial

namespace OneElectronTDHF

noncomputable section

variable {V : Type*}
```

The orbital set is `Unit ⊕ V`: one occupied orbital, then the virtual ones.

```lean
/-- The single occupied orbital `i`; the virtual orbitals are the elements of `V`. -/
abbrev occ : Unit ⊕ V := Sum.inl ()
```

The integrals are an arbitrary complex four-index array.

```lean
/-- Two-electron integrals `g(pq,rs)`, indexed by four orbitals. -/
abbrev Integrals (V : Type*) := Unit ⊕ V → Unit ⊕ V → Unit ⊕ V → Unit ⊕ V → ℂ
```

Only antisymmetry in the second pair is assumed; no other symmetry of g is needed.

```lean
/-- The integrals change sign when the orbitals of the second pair are exchanged. -/
def Antisymmetric (g : Integrals V) : Prop := ∀ p q r s, g p q r s = -g p q s r
```

The Fock matrix contains the field of the single electron in i.

```lean
/-- The Fock matrix `F_pq = h_pq + g(pi,qi)` of one electron in orbital `i`. -/
def fock (h : Matrix (Unit ⊕ V) (Unit ⊕ V) ℂ) (g : Integrals V) :
    Matrix (Unit ⊕ V) (Unit ⊕ V) ℂ :=
  Matrix.of fun p q => h p q + g p occ q occ
```

The two blocks follow the formulas above, before any cancellation.

```lean
/-- The resonant block `A_ab = F_ab - δ_ab F_ii + g(ai,ib)`. -/
def blockA [DecidableEq V] (h : Matrix (Unit ⊕ V) (Unit ⊕ V) ℂ) (g : Integrals V) :
    Matrix V V ℂ :=
  Matrix.of fun a b => fock h g (Sum.inr a) (Sum.inr b)
    - (if a = b then fock h g occ occ else 0) + g (Sum.inr a) occ occ (Sum.inr b)

/-- The coupling block `B_ab = g(ab,ii)` between excitations and de-excitations. -/
def blockB (g : Integrals V) : Matrix V V ℂ :=
  Matrix.of fun a b => g (Sum.inr a) (Sum.inr b) occ occ
```

The full matrix keeps B and the conjugates, so their simplification has to be proved.

```lean
/-- The full TDHF matrix with rows `(A, B)` and `(-B*, -A*)`. -/
def tdhf [DecidableEq V] (h : Matrix (Unit ⊕ V) (Unit ⊕ V) ℂ) (g : Integrals V) :
    Matrix (V ⊕ V) (V ⊕ V) ℂ :=
  Matrix.fromBlocks (blockA h g) (blockB g) (-(blockB g).map star) (-(blockA h g).map star)
```

The same g enters the Fock matrix and the response kernel. A Bethe–Salpeter kernel with a screened direct term and a bare exchange term is in general not antisymmetric, and the theorems do not apply to it.

## The two blocks reduce to h

Antisymmetry with r = s says that a number equals its own negative.

```lean
/-- An antisymmetric integral vanishes when its second pair repeats an orbital. -/
theorem integral_same {g : Integrals V} (hg : Antisymmetric g) (p q r : Unit ⊕ V) :
    g p q r r = 0 := by
  linear_combination (1 / 2 : ℂ) * hg p q r r
```

Applied to each entry of B, this removes the coupling block.

```lean
/-- For antisymmetric integrals and one occupied orbital the coupling block `B` vanishes. -/
theorem blockB_eq_zero {g : Integrals V} (hg : Antisymmetric g) : blockB g = 0 := by
  ext a b
  exact integral_same hg _ _ _
```

In the next theorem `h.toBlocks₂₂` is the virtual block of h. The proof takes the cases a = b and a ≠ b separately: `h1` cancels the two integrals, and `h0` removes g(ii,ii) from the diagonal.

```lean
variable [DecidableEq V] {h : Matrix (Unit ⊕ V) (Unit ⊕ V) ℂ} {g : Integrals V}

/-- For antisymmetric integrals the two-electron terms cancel in the resonant block: `A_ab = h_ab -
δ_ab h_ii`. -/
theorem blockA_eq (hg : Antisymmetric g) :
    blockA h g = h.toBlocks₂₂ - h occ occ • (1 : Matrix V V ℂ) := by
  ext a b
  have h1 := hg (Sum.inr a) occ occ (Sum.inr b)
  have h0 := integral_same hg occ occ occ
  simp only [blockA, fock, Matrix.of_apply, Matrix.sub_apply, Matrix.smul_apply,
    Matrix.one_apply, Matrix.toBlocks₂₂, smul_eq_mul]
  split_ifs
  · linear_combination h1 - h0
  · linear_combination h1
```

## A block triangular h factorises

From here on V is finite. The factorisation assumes F_ai = 0 but not Hermiticity.

```lean
variable [Fintype V]

/-- If `g` is antisymmetric and `F_ai = 0` for all virtual `a`, then `charpoly(h) = (X - h_ii)
charpoly(A + h_ii)`. -/
theorem charpoly_factor (hg : Antisymmetric g)
    (hF : ∀ a, fock h g (Sum.inr a) occ = 0) :
    h.charpoly = (X - C (h occ occ)) *
      (blockA h g + h occ occ • (1 : Matrix V V ℂ)).charpoly := by
  -- the Fock condition removes the virtual-occupied block of h
  have h21 : h.toBlocks₂₁ = 0 := by
    ext a u
    have e := hF a
    simp only [fock, Matrix.of_apply, integral_same hg, add_zero] at e
    exact e
  have hb := Matrix.fromBlocks_toBlocks h
  rw [h21] at hb
  have h11 : h.toBlocks₁₁.charpoly = X - C (h occ occ) := by
    simp [Matrix.charpoly, Matrix.det_unique, Matrix.toBlocks₁₁]
  rw [blockA_eq hg, sub_add_cancel, ← h11, ← Matrix.charpoly_fromBlocks_zero₂₁, hb]
```

The proof turns on Mathlib's `Matrix.charpoly_fromBlocks_zero₂₁`: if the lower left block of a matrix is zero, its characteristic polynomial is the product of those of the diagonal blocks. To use it, `Matrix.fromBlocks_toBlocks` writes h as an assembly of its four blocks, and `h21` puts zero in the lower left one. The lemma is then applied from right to left, turning the product into one characteristic polynomial. The product leaves the upper right block undetermined; the final rewrite with `hb` identifies it as that of h.

## Amplitudes are eigenvectors of h

Hermiticity also gives h_ia = 0, so h maps the virtual space to itself. `Sum.elim (fun _ => 0) x` is the amplitude x extended by zero on orbital i.

```lean
/-- For Hermitian `h` and antisymmetric `g` with `F_ai = 0`, an amplitude `x` on the virtual
orbitals solves `A x = ω x` exactly when `y`, the extension of `x` by zero on `i`, solves `h y =
(h_ii + ω) y`. -/
theorem amplitude_iff (hh : h.IsHermitian) (hg : Antisymmetric g)
    (hF : ∀ a, fock h g (Sum.inr a) occ = 0) (x : V → ℂ) (ω : ℂ) :
    blockA h g *ᵥ x = ω • x ↔
      h *ᵥ Sum.elim (fun _ => 0) x = (h occ occ + ω) • Sum.elim (fun _ => 0) x := by
  have h12 : ∀ a, h occ (Sum.inr a) = 0 := by
    intro a
    have e := hF a
    simp only [fock, Matrix.of_apply, integral_same hg, add_zero] at e
    rw [← hh.apply occ (Sum.inr a), e, star_zero]
  -- h maps the virtual space to itself and acts there as A + h_ii
  have key : h *ᵥ Sum.elim (fun _ => 0) x =
      Sum.elim (fun _ => 0) (blockA h g *ᵥ x + h occ occ • x) := by
    rw [blockA_eq hg, Matrix.sub_mulVec, Matrix.smul_mulVec, Matrix.one_mulVec,
      sub_add_cancel]
    ext p
    rcases p with u | a
    · simp [Matrix.mulVec, dotProduct, Fintype.sum_sum_type, h12]
    · simp [Matrix.mulVec, dotProduct, Fintype.sum_sum_type, Matrix.toBlocks₂₂]
  rw [key]
  constructor
  · intro e
    ext p
    rcases p with u | a
    · simp
    · have ea := congrFun e a
      simp only [Sum.elim_inr, Pi.add_apply, Pi.smul_apply, smul_eq_mul] at ea ⊢
      linear_combination ea
  · intro e
    ext a
    have ea := congrFun e (Sum.inr a)
    simp only [Sum.elim_inr, Pi.add_apply, Pi.smul_apply, smul_eq_mul] at ea ⊢
    linear_combination ea
```

The step `key` computes h(0, x) = (0, Ax + h_ii x). Comparing components then gives both directions: the occupied one reads 0 = 0, and the virtual one differs from Ax = ωx by h_ii x on each side.

## The TDHF roots are energy differences of h

In the next proof `hA` is the identity A* = Aᵀ. With B = 0 the block lemma applies again, and a matrix and its transpose have the same characteristic polynomial.

```lean
/-- For Hermitian `h` and antisymmetric `g` the TDHF characteristic polynomial is that of `A` times
that of `-A`. -/
theorem tdhf_charpoly (hh : h.IsHermitian) (hg : Antisymmetric g) :
    (tdhf h g).charpoly = (blockA h g).charpoly * (-blockA h g).charpoly := by
  have hA : (blockA h g).map star = (blockA h g)ᵀ := by
    rw [blockA_eq hg]
    ext a b
    have e1 : star (h (Sum.inr a) (Sum.inr b)) = h (Sum.inr b) (Sum.inr a) := hh.apply _ _
    have e2 : star (h occ occ) = h occ occ := hh.apply _ _
    simp only [Matrix.map_apply, Matrix.transpose_apply, Matrix.sub_apply, Matrix.smul_apply,
      Matrix.one_apply, Matrix.toBlocks₂₂, Matrix.of_apply, smul_eq_mul, star_sub, star_mul',
      e1, e2]
    by_cases hab : a = b
    · simp [hab]
    · simp [hab, Ne.symm hab]
  have hB : (0 : Matrix V V ℂ).map star = 0 := by
    ext a b
    simp
  rw [tdhf, blockB_eq_zero hg, hB, neg_zero, Matrix.charpoly_fromBlocks_zero₂₁, hA,
    ← Matrix.transpose_neg, Matrix.charpoly_transpose]
```

The factorisation of h is now evaluated at h_ii + ω.

```lean
/-- If `g` is antisymmetric and `F_ai = 0` for all virtual `a`, the characteristic polynomial of `h`
at `h_ii + ω` is `ω` times that of `A` at `ω`. -/
theorem charpoly_shift (hg : Antisymmetric g)
    (hF : ∀ a, fock h g (Sum.inr a) occ = 0) (ω : ℂ) :
    h.charpoly.eval (h occ occ + ω) = ω * (blockA h g).charpoly.eval ω := by
  have hs : Matrix.scalar V (h occ occ) = h occ occ • (1 : Matrix V V ℂ) := by
    rw [Matrix.scalar_apply, Matrix.smul_one_eq_diagonal]
  have hm : Matrix.scalar V (h occ occ + ω) - (blockA h g + h occ occ • (1 : Matrix V V ℂ))
      = Matrix.scalar V ω - blockA h g := by
    rw [map_add, hs]
    abel
  rw [charpoly_factor hg hF, eval_mul, eval_sub, eval_X, eval_C, Matrix.eval_charpoly,
    Matrix.eval_charpoly, hm, add_sub_cancel_left]
```

The main theorem combines the two. Its step `hn` supplies the sign (−1)ⁿ, and `charpoly_shift` is used at ω and at −ω.

```lean
/-- TDHF is exact for one electron in an orbital with `F_ai = 0`: for Hermitian `h` and
antisymmetric `g`, a nonzero `ω` is a root of the TDHF characteristic polynomial exactly when `h_ii
+ ω` or `h_ii - ω` is a root of that of `h`. -/
theorem tdhf_exact (hh : h.IsHermitian) (hg : Antisymmetric g)
    (hF : ∀ a, fock h g (Sum.inr a) occ = 0) {ω : ℂ} (hω : ω ≠ 0) :
    (tdhf h g).charpoly.eval ω = 0 ↔
      h.charpoly.eval (h occ occ + ω) = 0 ∨ h.charpoly.eval (h occ occ - ω) = 0 := by
  -- the de-excitation block has the roots of A with opposite sign
  have hn : (-blockA h g).charpoly.eval ω =
      (-1) ^ Fintype.card V * (blockA h g).charpoly.eval (-ω) := by
    have hm : Matrix.scalar V ω - -blockA h g = -(Matrix.scalar V (-ω) - blockA h g) := by
      rw [map_neg]
      abel
    rw [Matrix.eval_charpoly, Matrix.eval_charpoly, hm, Matrix.det_neg]
  rw [tdhf_charpoly hh hg, eval_mul, hn, sub_eq_add_neg, charpoly_shift hg hF,
    charpoly_shift hg hF]
  simp [hω]
```

The hypothesis `hω` lets the factors ω and −ω be divided out. At ω = 0 the right side always holds, because h_ii is itself an eigenvalue of h, whereas the left side holds only if A is singular.

The statement concerns one electron in a finite basis, and "exact" means equal to the eigenvalue differences of h in that basis. Nothing requires i to be the lowest orbital, so an excitation energy may be negative.

## Two small systems, with and without F_ai = 0

The first example has nonzero integrals.

```lean
/-- Model integrals `g(pq,rs) = δ_pr δ_qs - δ_ps δ_qr`. -/
def modelG : Integrals (Fin 2) := fun p q r s =>
  (if p = r ∧ q = s then 1 else 0) - (if p = s ∧ q = r then 1 else 0)
```

Its two virtual orbitals are coupled to each other but not to i.

```lean
/-- A model `h` with `h_ii = -1` and two virtual orbitals coupled to each other. -/
def modelH : Matrix (Unit ⊕ Fin 2) (Unit ⊕ Fin 2) ℂ :=
  Matrix.fromBlocks (-1) 0 0 !![0, 1; 1, 0]
```

All hypotheses are met, and g(ai,ai) = 1 for the first virtual orbital, so the Fock matrix differs from h and the cancellation in A has something to cancel.

```lean
/-- The model `h` and integrals are Hermitian and antisymmetric, satisfy `F_ai = 0`, and have
a nonzero integral `g(ai,ai)`. -/
theorem model_witness : modelH.IsHermitian ∧ Antisymmetric modelG ∧
    (∀ a, fock modelH modelG (Sum.inr a) occ = 0) ∧
    modelG (Sum.inr 0) occ (Sum.inr 0) occ = 1 := by
  refine ⟨?_, ?_, ?_, ?_⟩
  · ext p q
    rcases p with u | a <;> rcases q with v | b
    · simp [modelH]
    · simp [modelH]
    · simp [modelH]
    · fin_cases a <;> fin_cases b <;> simp [modelH]
  · intro p q r s
    simp only [modelG]
    ring
  · intro a
    simp [fock, modelH, modelG]
  · simp [modelG]
```

In the second example the occupied orbital mixes with the single virtual one, h_ai = 1. For antisymmetric g this means F_ai = 1.

```lean
/-- Two orbitals of equal energy coupled by `h_ai = 1`. -/
def coupledH : Matrix (Unit ⊕ Unit) (Unit ⊕ Unit) ℂ := Matrix.fromBlocks 0 1 1 0
```

The factorisation now fails. At X = 0 its right side is zero because h_ii = 0, while h² = 1 forces det h ≠ 0.

```lean
/-- For the two coupled orbitals the factorisation of `charpoly(h)` fails, whatever the
integrals. -/
theorem coupled_not_factor (g : Integrals Unit) :
    coupledH.charpoly ≠ (X - C (coupledH occ occ)) *
      (blockA coupledH g + coupledH occ occ • (1 : Matrix Unit Unit ℂ)).charpoly := by
  intro e
  have h00 : coupledH occ occ = 0 := by simp [coupledH]
  have hsq : coupledH * coupledH = 1 := by
    simp [coupledH, Matrix.fromBlocks_multiply]
  -- at X = 0 the right side vanishes, but h is invertible
  have e0 := congrArg (Polynomial.eval 0) e
  rw [eval_mul, eval_sub, eval_X, eval_C, h00, sub_zero, zero_mul, Matrix.eval_charpoly,
    map_zero, zero_sub, Matrix.det_neg] at e0
  have hd := congrArg Matrix.det hsq
  rw [Matrix.det_mul, Matrix.det_one] at hd
  have hz : coupledH.det = 0 := by simpa using e0
  rw [hz] at hd
  simp at hd

end

end OneElectronTDHF
```

```lean
#print axioms OneElectronTDHF.amplitude_iff
#print axioms OneElectronTDHF.tdhf_exact
#print axioms OneElectronTDHF.coupled_not_factor
```

```
'OneElectronTDHF.amplitude_iff' depends on axioms: [propext, Classical.choice, Quot.sound]
'OneElectronTDHF.tdhf_exact' depends on axioms: [propext, Classical.choice, Quot.sound]
'OneElectronTDHF.coupled_not_factor' depends on axioms: [propext, Classical.choice, Quot.sound]
```
